# Averaging over a finite symmetry group does not raise a convex invariant energy

Take a particle on a line whose energy E is convex and even, so that E(−x) = E(x). Inversion sends x to −x, and the mean of the two positions is 0. Convexity bounds the energy of a mean by the mean of the energies:

E(0) = E(½x + ½(−x)) ≤ ½E(x) + ½E(−x) = E(x).

The point 0 is unchanged by inversion and lies no higher than x. If x was a minimiser, 0 is one too. The same three ingredients, a mean over symmetry images, convexity and equal energies of the images, work for any finite group acting linearly.

## States, symmetry operations and invariance

Let G be a finite group, V a real vector space of states, and ρ(g) the linear map by which g acts on V, with ρ(h)ρ(g) = ρ(hg) and ρ(1) the identity. In Lean this is `ρ : Representation ℝ G V`. V needs neither a finite dimension nor an inner product, and the operations need not be orthogonal.

```lean
import Mathlib

open Finset

namespace SymmetricMinimisers

noncomputable section

variable {G V : Type*} [Group G] [AddCommGroup V] [Module ℝ V]
```

A state x is symmetric if, for every g in G,

ρ(g)x = x.

```lean
/-- A state is symmetric if every group operation leaves it unchanged. -/
def IsSymmetric (ρ : Representation ℝ G V) (x : V) : Prop :=
  ∀ g, ρ g x = x
```

The admissible states form a set C in V, which may express constraints such as the positivity and unit trace of a density matrix. Symmetry operations must respect these constraints:

x ∈ C implies ρ(g)x ∈ C.

```lean
/-- A set of admissible states is invariant if group operations do not lead out of it. -/
def InvariantSet (ρ : Representation ℝ G V) (C : Set V) : Prop :=
  ∀ g, ∀ x ∈ C, ρ g x ∈ C
```

The energy is a real function E on V. Its invariance says that the physical system itself has the symmetry, so that a state and its images have equal energies. This is required only for admissible states:

E(ρ(g)x) = E(x) for x ∈ C.

```lean
/-- An energy is invariant on `C` if a group operation never changes the energy of a state
in `C`. -/
def InvariantEnergy (ρ : Representation ℝ G V) (C : Set V) (E : V → ℝ) : Prop :=
  ∀ g, ∀ x ∈ C, E (ρ g x) = E x
```

## The average as a linear map

Write |G| for the number of group elements and P for the group average,

P = (1/|G|) Σ_g ρ(g).

In Lean, P is `groupAverage ρ`, and its type `V →ₗ[ℝ] V` records that it is linear. The finiteness of G enters here.

```lean
variable [Fintype G]

/-- The group average: the mean of all symmetry images of a state, as a linear map. -/
def groupAverage (ρ : Representation ℝ G V) : V →ₗ[ℝ] V :=
  (Fintype.card G : ℝ)⁻¹ • ∑ g : G, ρ g
```

Applied to a state, P gives a weighted mean of the images, each with weight 1/|G|:

Px = Σ_g (1/|G|) ρ(g)x.

This is the form in which convexity can be used.

```lean
/-- The group average is the sum of all images, each with weight one over the group order. -/
theorem groupAverage_apply (ρ : Representation ℝ G V) (x : V) :
    groupAverage ρ x = ∑ g : G, (Fintype.card G : ℝ)⁻¹ • ρ g x := by
  rw [groupAverage, LinearMap.smul_apply, LinearMap.sum_apply, Finset.smul_sum]
```

The weights are positive, and since a group has at least one element they add up to one:

Σ_g 1/|G| = |G| · 1/|G| = 1.

```lean
omit [Group G] in
private lemma sum_weights [Nonempty G] : ∑ _g : G, (Fintype.card G : ℝ)⁻¹ = 1 := by
  rw [Finset.sum_const, Finset.card_univ, nsmul_eq_mul]
  exact mul_inv_cancel₀ (Nat.cast_ne_zero.mpr Fintype.card_ne_zero)
```

## The average is symmetric and keeps symmetric states

Apply an operation h to the average. By linearity and the group law,

ρ(h)Px = Σ_g (1/|G|) ρ(h)ρ(g)x = Σ_g (1/|G|) ρ(hg)x.

As g runs through G, so does hg, each element occurring once. The last sum is therefore Px with its terms in another order. In the proof, `Equiv.mulLeft h` is the relabelling g ↦ hg, and `Fintype.sum_equiv` compares the two sums term by term.

```lean
/-- The group average of any state is symmetric. -/
theorem groupAverage_symmetric (ρ : Representation ℝ G V) (x : V) :
    IsSymmetric ρ (groupAverage ρ x) := by
  intro h
  rw [groupAverage_apply, map_sum]
  -- multiplication by `h` only relabels the terms of the group sum
  refine Fintype.sum_equiv (Equiv.mulLeft h) _ _ fun g => ?_
  simp only [map_smul, Equiv.coe_mulLeft, map_mul, Module.End.mul_apply]
```

If x is already symmetric, every image is x itself, and

Px = Σ_g (1/|G|) x = x.

Together with the previous step this gives P(Px) = Px, so P is a projection onto the symmetric states.

```lean
/-- Averaging leaves a symmetric state unchanged. -/
theorem groupAverage_of_symmetric {ρ : Representation ℝ G V} {x : V}
    (hx : IsSymmetric ρ x) : groupAverage ρ x = x := by
  rw [groupAverage_apply, Finset.sum_congr rfl (fun g _ => by rw [hx g]),
    ← Finset.sum_smul, sum_weights, one_smul]
```

## Jensen's inequality gives the energy bound

Convexity of E on C means that C contains the segment between any two of its points and that, for a, b ≥ 0 with a + b = 1,

E(ax + by) ≤ aE(x) + bE(y).

For a mean of several states xᵢ with weights wᵢ, split off one term with w₁ < 1:

Σᵢ wᵢxᵢ = w₁x₁ + (1 − w₁) Σ_{i>1} (wᵢ/(1 − w₁)) xᵢ.

The remaining sum is again a weighted mean, with fewer terms. By induction, C contains every such mean, and the energy of the mean is at most the mean of the energies. This is Jensen's inequality.

Now let x be in C. All images ρ(g)x lie in C, hence so does Px, and

E(Px) ≤ Σ_g (1/|G|) E(ρ(g)x) = Σ_g (1/|G|) E(x) = E(x).

If x is a minimiser, then E(Px) ≤ E(x) ≤ E(y) for every y in C, so Px is a minimiser as well.

The theorem `symmetrisation` states these conclusions together: the average is symmetric, it lies in C, its energy is no higher, and it inherits minimality. The hypothesis `ConvexOn ℝ C E` contains the convexity of C as well as that of E. `IsMinOn E C x` says that E(x) ≤ E(y) for all y in C, which is a global minimum over C; membership of x is the separate hypothesis `hx`. That a minimiser exists is not claimed.

In the proof, `hconv.map_sum_le` is Jensen's inequality, the `calc` block is the chain above, and `hconv.1.sum_mem` puts the average in C.

```lean
/-- For an invariant energy, convex on an invariant set `C`, the group average of a state in `C`
is symmetric, lies in `C` and has no higher energy; if the state minimises the energy on `C`,
so does its average. -/
theorem symmetrisation {ρ : Representation ℝ G V} {C : Set V} {E : V → ℝ}
    (hC : InvariantSet ρ C) (hE : InvariantEnergy ρ C E) (hconv : ConvexOn ℝ C E)
    {x : V} (hx : x ∈ C) :
    IsSymmetric ρ (groupAverage ρ x) ∧ groupAverage ρ x ∈ C ∧
      E (groupAverage ρ x) ≤ E x ∧
      (IsMinOn E C x → IsMinOn E C (groupAverage ρ x)) := by
  have hw : ∀ g ∈ (Finset.univ : Finset G), (0 : ℝ) ≤ (Fintype.card G : ℝ)⁻¹ :=
    fun _ _ => by positivity
  have hmem : ∀ g ∈ (Finset.univ : Finset G), ρ g x ∈ C := fun g _ => hC g x hx
  -- Jensen's inequality; all images of `x` have the same energy
  have hle : E (groupAverage ρ x) ≤ E x := by
    rw [groupAverage_apply]
    calc E (∑ g : G, (Fintype.card G : ℝ)⁻¹ • ρ g x)
        ≤ ∑ g : G, (Fintype.card G : ℝ)⁻¹ • E (ρ g x) :=
          hconv.map_sum_le hw sum_weights hmem
      _ = ∑ _g : G, (Fintype.card G : ℝ)⁻¹ • E x :=
          Finset.sum_congr rfl (fun g _ => by rw [hE g x hx])
      _ = E x := by rw [← Finset.sum_smul, sum_weights, one_smul]
  refine ⟨groupAverage_symmetric ρ x, ?_, hle, fun hmin => ?_⟩
  · rw [groupAverage_apply]
    exact hconv.1.sum_mem hw sum_weights hmem
  · rw [isMinOn_iff] at hmin ⊢
    exact fun y hy => hle.trans (hmin y hy)
```

For a finite symmetry group and a finite-dimensional state space, this covers the ensemble energy Tr(γH) in quantum mechanics. The density matrices γ form a convex set, a symmetry operation U acts by γ ↦ UγU†, and the energy is linear in γ, hence convex, and invariant if U commutes with the Hamiltonian H. A degenerate ground level thus always has a symmetric ensemble among its minimisers, even when no pure ground state gives a symmetric γ. Hartree–Fock theory is different: the idempotent one-particle density matrices of Slater determinants do not in general form a convex set, and the Hartree–Fock energy is not in general a convex function of the one-particle density matrix, so a broken-symmetry solution of lowest energy does not contradict the theorem.

## A lower bound on the symmetric states holds for all states

Suppose that a number m satisfies m ≤ E(y) for every symmetric y in C. For an arbitrary y in C, the average Py is symmetric and admissible, so

m ≤ E(Py) ≤ E(y).

The converse is immediate, because symmetric states are among all states. A variational search may therefore be restricted to symmetric states without changing the greatest lower bound, provided that the energy and its domain are convex and invariant. The statement in terms of lower bounds also applies when no minimum is attained.

```lean
/-- For an invariant energy, convex on an invariant set `C`, a number is a lower bound to the
energies of the symmetric states in `C` exactly when it is a lower bound to the energies of all
states in `C`. -/
theorem symmetric_lower_bound_iff {ρ : Representation ℝ G V} {C : Set V} {E : V → ℝ}
    (hC : InvariantSet ρ C) (hE : InvariantEnergy ρ C E) (hconv : ConvexOn ℝ C E) (m : ℝ) :
    (∀ y ∈ C, IsSymmetric ρ y → m ≤ E y) ↔ ∀ y ∈ C, m ≤ E y := by
  refine ⟨fun h y hy => ?_, fun h y hy _ => h y hy⟩
  obtain ⟨hs, hmem, hle, _⟩ := symmetrisation hC hE hconv hy
  exact (h _ hmem hs).trans hle
```

## Strict convexity makes every minimiser symmetric

With convexity alone, a minimiser need not be symmetric; a constant energy shows this at once. Strict convexity requires, for x ≠ y in C and a, b > 0 with a + b = 1,

E(ax + by) < aE(x) + bE(y).

Suppose that E(Px) = E(x) but x ≠ Px. Let z = ½x + ½Px be the midpoint. Strict convexity gives

E(z) < ½E(x) + ½E(Px) = E(Px).

The midpoint has the same average as x, since Px is symmetric:

Pz = ½Px + ½P(Px) = Px.

The energy bound applied to z then reads E(Px) = E(Pz) ≤ E(z), which contradicts the strict inequality. Hence x = Px, and x is symmetric. Conversely, a symmetric x equals its average and has the same energy.

In Lean, `by_cases` separates x = Px from x ≠ Px. In the second case `hlt` is the strict inequality at the midpoint, `havg` the equality of averages and `hle` the energy bound for z; `linarith` finds the contradiction.

```lean
/-- For an invariant energy, strictly convex on an invariant set `C`, averaging preserves the energy
of a state in `C` exactly when the state is symmetric. -/
theorem energy_groupAverage_eq_iff {ρ : Representation ℝ G V} {C : Set V} {E : V → ℝ}
    (hC : InvariantSet ρ C) (hE : InvariantEnergy ρ C E) (hconv : StrictConvexOn ℝ C E)
    {x : V} (hx : x ∈ C) :
    E (groupAverage ρ x) = E x ↔ IsSymmetric ρ x := by
  constructor
  · intro heq
    obtain ⟨hs, hmem, _, _⟩ := symmetrisation hC hE hconv.convexOn hx
    by_cases hne : x = groupAverage ρ x
    · rw [hne]
      exact hs
    · exfalso
      have h2 : (0 : ℝ) < 1 / 2 := by norm_num
      have h1 : (1 / 2 : ℝ) + 1 / 2 = 1 := by norm_num
      -- the midpoint of `x` and its average lies strictly lower ...
      have hlt := hconv.2 hx hmem hne h2 h2 h1
      have hmid := hconv.1 hx hmem h2.le h2.le h1
      -- ... but it has the same average as `x`
      have havg : groupAverage ρ ((1 / 2 : ℝ) • x + (1 / 2 : ℝ) • groupAverage ρ x)
          = groupAverage ρ x := by
        rw [map_add, map_smul, map_smul, groupAverage_of_symmetric hs, ← add_smul, h1,
          one_smul]
      have hle := (symmetrisation hC hE hconv.convexOn hmid).2.2.1
      rw [havg] at hle
      simp only [smul_eq_mul] at hlt
      linarith
  · intro hs
    rw [groupAverage_of_symmetric hs]
```

For a minimiser x, the general bound gives E(Px) ≤ E(x), and minimality gives E(x) ≤ E(Px). The energies are equal, so x is symmetric.

```lean
/-- Every minimiser of a strictly convex invariant energy on an invariant set is symmetric. -/
theorem minimiser_symmetric {ρ : Representation ℝ G V} {C : Set V} {E : V → ℝ}
    (hC : InvariantSet ρ C) (hE : InvariantEnergy ρ C E) (hconv : StrictConvexOn ℝ C E)
    {x : V} (hx : x ∈ C) (hmin : IsMinOn E C x) : IsSymmetric ρ x := by
  obtain ⟨_, hmem, hle, _⟩ := symmetrisation hC hE hconv.convexOn hx
  exact (energy_groupAverage_eq_iff hC hE hconv hx).mp
    (le_antisymm hle (isMinOn_iff.mp hmin _ hmem))
```

The same averaging argument, applied to −F, gives a neighbouring result for a concave invariant function F: averaging does not lower it,

F(Px) ≥ F(x).

The von Neumann entropy of a density matrix is an example, so symmetrising an ensemble over a finite group of unitary operations cannot reduce its entropy.

## Inversion on the line

The opening example can be written as a representation. The group `ℤˣ` consists of the integers 1 and −1 under multiplication, and a sign u acts on the real line by

x ↦ ux.

The two proof fields verify that 1 acts as the identity and that the product uv acts as v followed by u.

```lean
/-- The two-element group of signs acting on the real line by `x ↦ x` and `x ↦ -x`. -/
def inversionRep : Representation ℝ ℤˣ ℝ where
  toFun u := ((u : ℤ) : ℝ) • LinearMap.id
  map_one' := by
    refine LinearMap.ext fun x => ?_
    simp
  map_mul' u v := by
    refine LinearMap.ext fun x => ?_
    change (((u * v : ℤˣ) : ℤ) : ℝ) * x = ((u : ℤ) : ℝ) * (((v : ℤ) : ℝ) * x)
    push_cast
    ring
```

The action is multiplication by the sign, by definition.

```lean
private lemma inversionRep_apply (u : ℤˣ) (x : ℝ) :
    inversionRep u x = ((u : ℤ) : ℝ) * x := rfl
```

Since u is 1 or −1, the image of x is either x or −x.

```lean
private lemma inversionRep_cases (u : ℤˣ) (x : ℝ) :
    inversionRep u x = x ∨ inversionRep u x = -x := by
  rcases Int.units_eq_one_or u with rfl | rfl
  · left
    simp
  · right
    simp [inversionRep_apply]
```

A symmetric point satisfies −y = y, hence y = 0.

```lean
private lemma eq_zero_of_symmetric {y : ℝ} (hy : IsSymmetric inversionRep y) : y = 0 := by
  have h := hy (-1)
  have h' : inversionRep (-1) y = -y := by simp [inversionRep_apply]
  linarith
```

Take C = [−1, 1] and the harmonic energy E(x) = x², in units in which the force-constant prefactor is one. Inversion maps the interval to itself and leaves x² unchanged. For a + b = 1,

ax² + by² − (ax + by)² = ab(x − y)²,

which is positive when a, b > 0 and x ≠ y. So E is strictly convex. The state 1 is admissible but not symmetric, and averaging lowers its energy from 1 to 0. The theorem below records the hypotheses and the asymmetry of that state; `hpos` is the positivity of the right-hand side, from which `nlinarith` obtains strict convexity.

```lean
/-- Inversion on the interval from -1 to 1 with the harmonic energy `x ^ 2` meets the hypotheses
of invariance and strict convexity, and the state 1 is not symmetric. -/
theorem harmonic_witness :
    InvariantSet inversionRep (Set.Icc (-1) 1) ∧
      InvariantEnergy inversionRep (Set.Icc (-1) 1) (fun x => x ^ 2) ∧
      StrictConvexOn ℝ (Set.Icc (-1 : ℝ) 1) (fun x => x ^ 2) ∧
      ¬ IsSymmetric inversionRep (1 : ℝ) := by
  refine ⟨fun u x hx => ?_, fun u x _ => ?_, ⟨convex_Icc _ _, ?_⟩, fun h => ?_⟩
  · rcases inversionRep_cases u x with h | h <;> rw [h]
    · exact hx
    · exact ⟨by linarith [hx.2], by linarith [hx.1]⟩
  · rcases inversionRep_cases u x with h | h <;> simp [h]
  · intro x _ y _ hxy a b ha hb hab
    have hne : x - y ≠ 0 := sub_ne_zero.mpr hxy
    have hpos : 0 < a * b * (x - y) ^ 2 := by positivity
    obtain rfl : b = 1 - a := by linarith
    simp only [smul_eq_mul]
    nlinarith [hpos]
  · exact one_ne_zero (eq_zero_of_symmetric h)
```

## A double well has no symmetric minimiser

Now let C be the whole line and

E(x) = (x² − 1)²,

a model of the classical potential energy along an inversion coordinate with two equivalent equilibrium positions. It is even and never negative, and E(1) = 0, so 1 is a minimiser. The only symmetric point is 0, where E(0) = 1: the average of the two minima is the top of the barrier.

The whole line is convex and invariant, so the hypothesis that fails is the convexity of E. Indeed,

E(0) = 1 > 0 = ½E(1) + ½E(−1).

The last part of the proof compares a supposed symmetric minimiser with the point 1. Symmetry forces it to be 0, and minimality would then require 1 ≤ 0.

```lean
/-- The double well `(x ^ 2 - 1) ^ 2` on the real line is invariant under inversion and has a
minimiser at 1, but no symmetric state minimises it. -/
theorem double_well_breaks_symmetry :
    InvariantEnergy inversionRep Set.univ (fun x => (x ^ 2 - 1) ^ 2) ∧
      IsMinOn (fun x : ℝ => (x ^ 2 - 1) ^ 2) Set.univ 1 ∧
      ∀ y : ℝ, IsSymmetric inversionRep y →
        ¬ IsMinOn (fun x : ℝ => (x ^ 2 - 1) ^ 2) Set.univ y := by
  refine ⟨fun u x _ => ?_, ?_, fun y hy hmin => ?_⟩
  · rcases inversionRep_cases u x with h | h <;> simp [h]
  · rw [isMinOn_iff]
    intro x _
    have h : 0 ≤ (x ^ 2 - 1) ^ 2 := sq_nonneg _
    norm_num
    exact h
  · -- the only symmetric point is the top of the barrier
    have h := isMinOn_iff.mp hmin 1 (Set.mem_univ _)
    rw [eq_zero_of_symmetric hy] at h
    norm_num at h

end

end SymmetricMinimisers
```

```lean
#print axioms SymmetricMinimisers.symmetric_lower_bound_iff
-- 'SymmetricMinimisers.symmetric_lower_bound_iff' depends on axioms: [propext, Classical.choice, Quot.sound]
#print axioms SymmetricMinimisers.energy_groupAverage_eq_iff
-- 'SymmetricMinimisers.energy_groupAverage_eq_iff' depends on axioms: [propext, Classical.choice, Quot.sound]
#print axioms SymmetricMinimisers.minimiser_symmetric
-- 'SymmetricMinimisers.minimiser_symmetric' depends on axioms: [propext, Classical.choice, Quot.sound]
#print axioms SymmetricMinimisers.double_well_breaks_symmetry
-- 'SymmetricMinimisers.double_well_breaks_symmetry' depends on axioms: [propext, Classical.choice, Quot.sound]
```
